# The charge gap of the half-filled Hubbard dimer: $\sqrt{U^2+16t^2}-2t$

For two sites of equal energy, with hopping amplitude $t>0$ and on-site interaction $U$, the charge gap at half filling is

$$g(U)=E(3)+E(1)-2E(2)=\sqrt{U^2+16t^2}-2t ,$$

where $E(N)$ is the ground energy with $N$ electrons. The gap increases strictly with $U$ on $U\ge 0$, equals $2t$ at $U=0$, and exceeds $U-2t$ for every real $U$. Moreover, $U\,(g(U)-U+2t)\to 8t^2$ as $U\to\infty$.

The parameter $t$ measures how readily an electron moves between the sites, and $U$ is the energy cost of two electrons sharing one site. In the Lehmann representation of the half-filled Green's function, $g$ is the distance between the lowest addition energy $E(3)-E(2)$ and the highest removal energy $E(2)-E(1)$. For this two-site model the closed form gives an exact number against which an approximate gap or a diagonalisation code can be compared.

## Ground energies with one, two and three electrons

**One and three electrons.** Let one electron hop between two sites of energy $\varepsilon$. With amplitudes $v_0,v_1$ and energy $e$, the eigenvalue equations are

$$\varepsilon v_0-tv_1=ev_0,\qquad -tv_0+\varepsilon v_1=ev_1 .$$

Their sum and difference are

$$(\varepsilon-t-e)(v_0+v_1)=0,\qquad(\varepsilon+t-e)(v_0-v_1)=0 .$$

If $e<\varepsilon-t$, both prefactors are positive, so $v_0=v_1=0$ and there is no eigenvector. The energy $\varepsilon-t$ itself is reached by $(1,1)/\sqrt2$. Hence $E(1)=-t$, with $\varepsilon=0$.

With three electrons, one spin species fills both sites and cannot move. The remaining electron meets a partner wherever it sits, so it hops on sites of energy $U$, and $E(3)=U-t$.

**Two electrons.** Take opposite spins and the basis $(\uparrow\downarrow,0)$, $(0,\uparrow\downarrow)$, $(\uparrow,\downarrow)$, $(\downarrow,\uparrow)$, with amplitudes $v_0,\dots,v_3$. The equations are

$$(U-e)v_0=(U-e)v_1=t(v_2+v_3),\qquad ev_2=ev_3=-t(v_0+v_1).$$

Put $s=v_0+v_1$ and $p=v_2+v_3$. Adding in pairs gives $(U-e)s=2tp$ and $ep=-2ts$. Multiplying the first by $e$ and inserting the second yields

$$(e^2-Ue-4t^2)\,s=0 .$$

Write $R=\sqrt{U^2+16t^2}$. The lower root of the quadratic is $E=(U-R)/2$ and the upper one is $U-E$. Since $|U|<R$, we have $E<0$ and $E<U$.

Suppose $e<E$. Then $e^2-Ue-4t^2=(E-e)(U-E-e)>0$, so $s=0$. Because $e\neq0$, it follows that $v_2=v_3=0$; because $U-e\neq0$, it follows that $v_0=v_1=0$. No level lies below $E$.

The value $E$ is attained by the normalised vector

$$\frac{(2t,\;2t,\;U-E,\;U-E)}{\sqrt{8t^2+2(U-E)^2}} .$$

In the first two rows, $2tU-2t(U-E)=2tE$. In the last two, $-4t^2=E(U-E)$, which is the quadratic equation. So $E(2)=(U-R)/2$. Two electrons of parallel spin can neither hop nor interact on the dimer; their energy is $0$, which is higher.

**A sign trap.** All hopping entries are $-t$ because the basis states are built with the spin-up operator always to the left of the spin-down one. In this convention the singlet is the *sum* of the states $(\uparrow,\downarrow)$ and $(\downarrow,\uparrow)$, and the triplet is their difference. A reader who discards the sum as "the triplet" loses the coupling to the doubly occupied states, finds $E(2)=0$ for $U\ge0$, and arrives at a gap of $U-2t$. At $U=0$ that would be negative.

## From the energies to the gap and its limits

Combining the three energies,

$$g(U)=(U-t)+(-t)-(U-R)=R-2t .$$

For $0\le U<V$ we have $U^2<V^2$, and the square root preserves the strict order, so $g(U)<g(V)$. At $U=0$ the root is $4t$ and $g(0)=2t$, the spacing between the bonding level $-t$ and the antibonding level $t$ of a single electron. Since $R>U$, also $g(U)>U-2t$.

For the limit, set $D=R-U=g(U)-U+2t$. Squaring $D+U=R$ gives $D^2+2UD=16t^2$, that is,

$$UD=8t^2-\tfrac12D^2 .$$

Hence $UD\le 8t^2$. For $U>0$ this means $0\le D\le 8t^2/U$, so $D^2/2\le 32t^4/U^2$ and

$$8t^2-\frac{32t^4}{U^2}\le UD\le 8t^2 .$$

Both bounds tend to $8t^2$. Since $D=-2E(2)$, the excess of the gap over $U-2t$ is twice the energy by which the singlet lies below the triplet, a splitting that behaves as $4t^2/U$ at strong coupling.

At weak coupling, $(4t+U^2/(8t))^2=16t^2+U^2+U^4/(64t^2)\ge R^2$, so $g(U)\le 2t+U^2/(8t)$. The gap therefore opens beyond $2t$ at most quadratically in $U$.

## Hamiltonian matrices and the gap in Lean

```lean
import Mathlib

open Matrix Filter Topology

namespace HubbardDimerChargeGap

noncomputable section
```

Energy levels are defined for any real square matrix.

```lean
/-- The energy levels of a real Hamiltonian matrix: its real eigenvalues. -/
def levels {n : Type*} [Fintype n] (H : Matrix n n ℝ) : Set ℝ :=
  {e | ∃ v : n → ℝ, v ≠ 0 ∧ H *ᵥ v = e • v}
```

A number `e` is a level if some nonzero real vector `v` satisfies `H *ᵥ v = e • v`, where `*ᵥ` is the matrix acting on a vector. The matrices used here are real and symmetric, so real eigenvectors give the whole spectrum.

```lean
/-- The ground energy: the infimum of the energy levels. -/
def groundEnergy {n : Type*} [Fintype n] (H : Matrix n n ℝ) : ℝ := sInf (levels H)
```

The infimum of a set of reals is a meaningful ground energy only if the set is nonempty and bounded below; Lean would otherwise return a default value. The theorems below show that the infimum is an actual lowest level in each case.

```lean
/-- One electron hopping with amplitude `-t` between two sites of energy `ε`. -/
def hopping (ε t : ℝ) : Matrix (Fin 2) (Fin 2) ℝ := !![ε, -t; -t, ε]
```

This matrix serves both odd sectors, with `ε = 0` for one electron and `ε = U` for three.

```lean
/-- Two electrons of opposite spin on the dimer, in the basis
(↑↓, 0), (0, ↑↓), (↑, ↓), (↓, ↑). -/
def twoElectron (t U : ℝ) : Matrix (Fin 4) (Fin 4) ℝ :=
  !![U, 0, -t, -t; 0, U, -t, -t; -t, -t, 0, 0; -t, -t, 0, 0]
```

The indices `0` to `3` of the matrix follow the order of the basis in the derivation. The triplet state with $S_z=0$ is included, while the two parallel-spin states are not.

```lean
/-- The charge gap `E(3) + E(1) - 2 E(2)` of the half-filled dimer. With three electrons one
spin species fills both sites, and the remaining electron hops on sites of energy `U`. -/
def chargeGap (t U : ℝ) : ℝ :=
  groundEnergy (hopping U t) + groundEnergy (hopping 0 t) - 2 * groundEnergy (twoElectron t U)
```

`chargeGap` is thus defined through eigenvalues, and the square root has to be proved. The matrices themselves are the starting point: they are written down directly and not derived from creation and annihilation operators, and no Green's function is defined. The reduction of three electrons to one, and the placing of the parallel-spin states at energy $0$, rest on the physical argument given earlier.

## The lowest level in each sector

`IsLeast S a` says that `a` belongs to the set `S` and that no element of `S` is smaller. Each proof accordingly has two halves, an eigenvector and a lower bound.

```lean
/-- The lowest level of one electron on two equivalent sites is `ε - t`. -/
theorem hopping_ground (ε : ℝ) {t : ℝ} (ht : 0 < t) :
    IsLeast (levels (hopping ε t)) (ε - t) := by
  constructor
  · refine ⟨![1, 1], ?_, ?_⟩
    · intro h
      have h0 := congrFun h 0
      simp at h0
    · ext i
      fin_cases i <;> simp [hopping, Matrix.mulVec, dotProduct, Fin.sum_univ_two] <;> ring
  · rintro e ⟨v, hv, h⟩
    by_contra hlt
    have hlt' : e < ε - t := lt_of_not_ge hlt
    have h0 := congrFun h 0
    have h1 := congrFun h 1
    simp [hopping, Matrix.mulVec, dotProduct, Fin.sum_univ_two] at h0 h1
    -- the even and the odd combination of the amplitudes both vanish
    have hs : (ε - t - e) * (v 0 + v 1) = 0 := by linear_combination h0 + h1
    have hd : (ε + t - e) * (v 0 - v 1) = 0 := by linear_combination h0 - h1
    have hs' := (mul_eq_zero.mp hs).resolve_left (by intro h; linarith)
    have hd' := (mul_eq_zero.mp hd).resolve_left (by intro h; linarith)
    apply hv
    ext i
    fin_cases i
    · change v 0 = 0
      linarith
    · change v 1 = 0
      linarith
```

The first half supplies the unnormalised vector `![1, 1]` and checks both rows. The second assumes a level `e` below `ε - t`. The facts `h0` and `h1` are the two eigenvalue equations, and `hs` and `hd` are their sum and difference, verified by `linear_combination`. Since neither prefactor is zero, both combinations of amplitudes vanish, which contradicts `v ≠ 0`.

```lean
/-- The lowest level of two electrons of opposite spin on the dimer is
`(U - √(U² + 16t²)) / 2`. -/
theorem twoElectron_ground {t : ℝ} (ht : 0 < t) (U : ℝ) :
    IsLeast (levels (twoElectron t U)) ((U - √(U ^ 2 + 16 * t ^ 2)) / 2) := by
  have hS : √(U ^ 2 + 16 * t ^ 2) ^ 2 = U ^ 2 + 16 * t ^ 2 := Real.sq_sqrt (by positivity)
  have hb := abs_lt_of_sq_lt_sq' (a := U) (b := √(U ^ 2 + 16 * t ^ 2))
    (by rw [hS]; nlinarith [pow_pos ht 2]) (Real.sqrt_nonneg _)
  obtain ⟨E, hE⟩ : ∃ E, E = (U - √(U ^ 2 + 16 * t ^ 2)) / 2 := ⟨_, rfl⟩
  have hq : E ^ 2 - U * E - 4 * t ^ 2 = 0 := by
    rw [hE]
    linear_combination hS / 4
  have hE0 : E < 0 := by linarith [hb.2]
  have hEU : E < U := by linarith [hb.1]
  have hE2 : 2 * E < U := by linarith [hb.1, hb.2]
  rw [← hE]
  constructor
  · refine ⟨![2 * t, 2 * t, U - E, U - E], ?_, ?_⟩
    · intro h
      have h0 := congrFun h 0
      simp [ht.ne'] at h0
    · ext i
      fin_cases i <;> simp [twoElectron, Matrix.mulVec, dotProduct, Fin.sum_univ_four] <;>
        first
          | linear_combination hq
          | linear_combination (0 : ℝ) * hq
  · rintro e ⟨v, hv, h⟩
    by_contra hlt
    have hlt' : e < E := lt_of_not_ge hlt
    have h0 := congrFun h 0
    have h1 := congrFun h 1
    have h2 := congrFun h 2
    have h3 := congrFun h 3
    simp [twoElectron, Matrix.mulVec, dotProduct, Fin.sum_univ_four] at h0 h1 h2 h3
    -- below the lower root the secular polynomial is positive
    have hpos : 0 < e ^ 2 - U * e - 4 * t ^ 2 := by
      nlinarith [mul_pos (sub_pos.mpr hlt') (show 0 < U - e - E by linarith)]
    have hs : (e ^ 2 - U * e - 4 * t ^ 2) * (v 0 + v 1) = 0 := by
      linear_combination (-e) * (h0 + h1) + 2 * t * (h2 + h3)
    have hs' := (mul_eq_zero.mp hs).resolve_left hpos.ne'
    have he : e ≠ 0 := by intro h; linarith
    have hUe : U - e ≠ 0 := by intro h; linarith
    -- hence every amplitude vanishes
    have v2 : v 2 = 0 := (mul_eq_zero.mp
      (show e * v 2 = 0 by linear_combination (-t) * hs' - h2)).resolve_left he
    have v3 : v 3 = 0 := (mul_eq_zero.mp
      (show e * v 3 = 0 by linear_combination (-t) * hs' - h3)).resolve_left he
    have v0 : v 0 = 0 := (mul_eq_zero.mp
      (show (U - e) * v 0 = 0 by linear_combination h0 + t * v2 + t * v3)).resolve_left hUe
    have v1 : v 1 = 0 := by linarith
    apply hv
    ext i
    fin_cases i
    · exact v0
    · exact v1
    · exact v2
    · exact v3
```

The opening lines collect what is needed about the root `E`: the quadratic equation `hq`, and the inequalities `E < 0`, `E < U` and `2 * E < U`, all obtained from $-R<U<R$. The eigenvector is `![2 * t, 2 * t, U - E, U - E]`, the vector above without its normalisation. Its first two rows hold identically and the last two use `hq`.

In the lower bound, `hpos` is the positivity of the quadratic below its lower root, found by `nlinarith` from the product $(E-e)(U-e-E)$. The fact `hs` is the equation $(e^2-Ue-4t^2)s=0$, and its coefficients `-e` and `2 * t` are the multipliers of the elimination by hand. The amplitudes then vanish in the order $v_2,v_3,v_0,v_1$.

## The closed form and bounds at weak and strong coupling

```lean
/-- The charge gap of the dimer is `√(U² + 16t²) - 2t`. -/
theorem chargeGap_eq {t : ℝ} (ht : 0 < t) (U : ℝ) :
    chargeGap t U = √(U ^ 2 + 16 * t ^ 2) - 2 * t := by
  unfold chargeGap groundEnergy
  rw [(hopping_ground U ht).csInf_eq, (hopping_ground 0 ht).csInf_eq,
    (twoElectron_ground ht U).csInf_eq]
  ring
```

A least element of a set is its infimum, which is what `csInf_eq` uses to replace the three ground energies by their values. The rest is algebra. The formula holds for every real `U`, attractive interactions included.

```lean
/-- The gap exceeds its value `2t` without interaction by at most `U² / (8t)`. -/
theorem chargeGap_weak_coupling {t : ℝ} (ht : 0 < t) (U : ℝ) :
    chargeGap t U ≤ 2 * t + U ^ 2 / (8 * t) := by
  rw [chargeGap_eq ht]
  have h : t * (U ^ 2 / (8 * t)) = U ^ 2 / 8 := by field_simp
  have hle : √(U ^ 2 + 16 * t ^ 2) ≤ 4 * t + U ^ 2 / (8 * t) :=
    Real.sqrt_le_iff.mpr ⟨by positivity, by nlinarith [sq_nonneg (U ^ 2 / (8 * t))]⟩
  linarith
```

`Real.sqrt_le_iff` turns the bound on the root into a comparison of squares. The discarded term is the square of $U^2/(8t)$, passed to `nlinarith` as a nonnegative quantity.

```lean
/-- For `U > 0` the scaled excess of the gap over `U - 2t` lies between
`8t² - 32t⁴/U²` and `8t²`. -/
theorem chargeGap_strong_coupling {t U : ℝ} (ht : 0 < t) (hU : 0 < U) :
    8 * t ^ 2 - 32 * t ^ 4 / U ^ 2 ≤ U * (chargeGap t U - U + 2 * t) ∧
      U * (chargeGap t U - U + 2 * t) ≤ 8 * t ^ 2 := by
  have hS : √(U ^ 2 + 16 * t ^ 2) ^ 2 = U ^ 2 + 16 * t ^ 2 := Real.sq_sqrt (by positivity)
  have hD : U ≤ √(U ^ 2 + 16 * t ^ 2) := Real.le_sqrt_of_sq_le (by nlinarith [sq_nonneg t])
  obtain ⟨D, hDdef⟩ : ∃ D, D = √(U ^ 2 + 16 * t ^ 2) - U := ⟨_, rfl⟩
  have hD0 : 0 ≤ D := by linarith
  have hg : chargeGap t U - U + 2 * t = D := by rw [chargeGap_eq ht, hDdef]; ring
  -- the exact relation between the excess and its square
  have hrel : U * D = 8 * t ^ 2 - D ^ 2 / 2 := by
    rw [hDdef]
    linear_combination hS / 2
  have hup : U * D ≤ 8 * t ^ 2 := by linarith [sq_nonneg D]
  have hsq : (U * D) ^ 2 ≤ (8 * t ^ 2) ^ 2 := pow_le_pow_left₀ (by positivity) hup 2
  have hDsq : D ^ 2 / 2 ≤ 32 * t ^ 4 / U ^ 2 := by
    rw [le_div_iff₀ (by positivity)]
    linarith [show (U * D) ^ 2 = 2 * (D ^ 2 / 2 * U ^ 2) by ring,
      show (8 * t ^ 2) ^ 2 = 2 * (32 * t ^ 4) by ring]
  rw [hg]
  exact ⟨by linarith, hup⟩
```

Here `D` is the excess $g(U)-U+2t$, and `hrel` is the exact relation $UD=8t^2-D^2/2$. The upper bound `hup` follows by dropping the square. Squaring `hup` and dividing by $U^2$ gives `hDsq`, the estimate of the dropped term, and with it the lower bound.

## Monotonicity, the value at $U=0$, and the strong-coupling limit

```lean
/-- For `t > 0` the charge gap of the Hubbard dimer increases strictly with `U ≥ 0`, equals `2t`
at `U = 0`, exceeds `U - 2t` for every `U`, and `U` times this excess tends to `8t²` as `U`
tends to infinity. -/
theorem chargeGap_main {t : ℝ} (ht : 0 < t) :
    StrictMonoOn (chargeGap t) (Set.Ici 0) ∧ chargeGap t 0 = 2 * t ∧
      (∀ U, U - 2 * t < chargeGap t U) ∧
      Tendsto (fun U => U * (chargeGap t U - U + 2 * t)) atTop (𝓝 (8 * t ^ 2)) := by
  refine ⟨?_, ?_, ?_, ?_⟩
  · intro U hU V _ hUV
    rw [chargeGap_eq ht, chargeGap_eq ht]
    have hsq : U ^ 2 < V ^ 2 := pow_lt_pow_left₀ hUV (Set.mem_Ici.mp hU) two_ne_zero
    have := Real.sqrt_lt_sqrt (show 0 ≤ U ^ 2 + 16 * t ^ 2 by positivity)
      (show U ^ 2 + 16 * t ^ 2 < V ^ 2 + 16 * t ^ 2 by linarith)
    linarith
  · rw [chargeGap_eq ht, show (0 : ℝ) ^ 2 + 16 * t ^ 2 = (4 * t) ^ 2 by ring,
      Real.sqrt_sq (by positivity)]
    ring
  · intro U
    rw [chargeGap_eq ht]
    have := Real.lt_sqrt_of_sq_lt (show U ^ 2 < U ^ 2 + 16 * t ^ 2 by nlinarith [pow_pos ht 2])
    linarith
  · -- squeeze between the two strong-coupling bounds
    have hz : Tendsto (fun U : ℝ => 32 * t ^ 4 / U ^ 2) atTop (𝓝 0) :=
      tendsto_const_nhds.div_atTop (tendsto_pow_atTop two_ne_zero)
    have hlow : Tendsto (fun U : ℝ => 8 * t ^ 2 - 32 * t ^ 4 / U ^ 2) atTop
        (𝓝 (8 * t ^ 2)) := by
      simpa using (tendsto_const_nhds (x := 8 * t ^ 2)).sub hz
    refine tendsto_of_tendsto_of_tendsto_of_le_of_le' hlow tendsto_const_nhds ?_ ?_
    · filter_upwards [eventually_gt_atTop 0] with U hU
      exact (chargeGap_strong_coupling ht hU).1
    · filter_upwards [eventually_gt_atTop 0] with U hU
      exact (chargeGap_strong_coupling ht hU).2

end

end HubbardDimerChargeGap
```

The only hypothesis is `0 < t`, and the four parts of the conclusion correspond to the four properties stated at the start:

- `StrictMonoOn (chargeGap t) (Set.Ici 0)` is strict increase on the half-line $U\ge0$. The restriction matters, because $g$ is even in $U$.
- `chargeGap t 0 = 2 * t` is the non-interacting value.
- The inequality `U - 2 * t < chargeGap t U` is asserted for all real `U`.
- `Tendsto … atTop (𝓝 (8 * t ^ 2))` is the limit $U\to\infty$ at fixed $t$.

The first three parts rewrite the gap with `chargeGap_eq` and use elementary facts about square roots; monotonicity needs $U\ge0$ at the step from $U<V$ to $U^2<V^2$. The fourth is a squeeze between the two bounds of `chargeGap_strong_coupling`. That theorem assumes $U>0$, which is enough because a limit at infinity depends only on large $U$; `eventually_gt_atTop 0` expresses this.

```lean
#print axioms HubbardDimerChargeGap.chargeGap_weak_coupling
#print axioms HubbardDimerChargeGap.chargeGap_main
```

```
'HubbardDimerChargeGap.chargeGap_weak_coupling' depends on axioms: [propext, Classical.choice, Quot.sound]
'HubbardDimerChargeGap.chargeGap_main' depends on axioms: [propext, Classical.choice, Quot.sound]
```
